# Without direct spin relaxation, the steady ground-sublevel population ratios of a uniformly pumped shelving cycle do not depend on the pump rate

The model is a set of classical rate equations for finitely many spin sublevels: each ground sublevel is pumped at a common rate `W` to its excited partner, which returns at a common rate `k` or crosses to a single shelf, and the shelf empties back to the ground sublevels. The failing theorem, `ground_ratio_pump_independent`, takes a steady state `x` at pump rate `W` and a steady state `y` at pump rate `W'`, with all rates positive and all but the pump rate shared. It states that the ground populations of sublevels `i` and `j` have the same ratio in both, provided that of `j` is nonzero in each; the populations need not sum to one. The attempt applies `ground_ratio`, whose formula for this ratio does not contain the pump rate, to each steady state and chains the two equalities.

In Lean, a first try:

```lean
import Mathlib

open Finset

namespace ColourCentrePumping

noncomputable section

/-- Rates of the optical cycle: pumping `W`, spin-conserving return `k`, crossing `r i` from
excited sublevel `i` to the shelf, and emptying `p i` of the shelf to ground sublevel `i`. -/
structure Rates (ι : Type*) where
  W : ℝ
  k : ℝ
  r : ι → ℝ
  p : ι → ℝ

/-- All rates of the optical cycle are positive. -/
structure Rates.Positive {ι : Type*} (R : Rates ι) : Prop where
  W_pos : 0 < R.W
  k_pos : 0 < R.k
  r_pos : ∀ i, 0 < R.r i
  p_pos : ∀ i, 0 < R.p i

/-- Populations of the ground sublevels `g i`, the excited sublevels `e i` and the shelf `s`. -/
@[ext]
structure Populations (ι : Type*) where
  g : ι → ℝ
  e : ι → ℝ
  s : ℝ

variable {ι : Type*} [Fintype ι]

/-- The rate equations: the time derivative of each population. -/
def flow (R : Rates ι) (x : Populations ι) : Populations ι where
  g i := -R.W * x.g i + R.k * x.e i + R.p i * x.s
  e i := R.W * x.g i - (R.k + R.r i) * x.e i
  s := ∑ i, R.r i * x.e i - (∑ i, R.p i) * x.s

/-- A steady state: every population has zero time derivative. -/
def IsSteady (R : Rates ι) (x : Populations ι) : Prop :=
  (∀ i, (flow R x).g i = 0) ∧ (∀ i, (flow R x).e i = 0) ∧ (flow R x).s = 0

/-- In a steady state each spin sublevel feeds the shelf as fast as the shelf refills it. -/
theorem shelf_balance {R : Rates ι} {x : Populations ι} (h : IsSteady R x) (i : ι) :
    R.r i * x.e i = R.p i * x.s := by
  obtain ⟨hg, he, -⟩ := h
  have h1 : -R.W * x.g i + R.k * x.e i + R.p i * x.s = 0 := hg i
  have h2 : R.W * x.g i - (R.k + R.r i) * x.e i = 0 := he i
  linear_combination -h1 - h2

/-- In a steady state each ground population is tied to the shelf population. -/
theorem ground_balance {R : Rates ι} {x : Populations ι} (h : IsSteady R x) (i : ι) :
    R.W * R.r i * x.g i = (R.k + R.r i) * R.p i * x.s := by
  have hb := shelf_balance h i
  obtain ⟨-, he, -⟩ := h
  have h2 : R.W * x.g i - (R.k + R.r i) * x.e i = 0 := he i
  linear_combination R.r i * h2 + (R.k + R.r i) * hb

/-- The ratio of two ground populations in a steady state, in terms of the return, crossing and
emptying rates. -/
theorem ground_ratio {R : Rates ι} (hR : R.Positive) {x : Populations ι} (h : IsSteady R x)
    (i j : ι) (hj : x.g j ≠ 0) :
    x.g i / x.g j = R.p i * R.r j * (R.k + R.r i) / (R.p j * R.r i * (R.k + R.r j)) := by
  have hA : 0 < R.p j * R.r i * (R.k + R.r j) :=
    mul_pos (mul_pos (hR.p_pos j) (hR.r_pos i)) (add_pos hR.k_pos (hR.r_pos j))
  rw [div_eq_div_iff hj hA.ne']
  -- eliminate the shelf population; the pump rate is a common factor
  apply mul_left_cancel₀ hR.W_pos.ne'
  linear_combination R.p j * (R.k + R.r j) * ground_balance h i
    - R.p i * (R.k + R.r i) * ground_balance h j

/-- Steady states at two pump rates, all other rates being equal, have the same ratio of ground
populations. -/
theorem ground_ratio_pump_independent {R : Rates ι} (hR : R.Positive) {W' : ℝ} (hW' : 0 < W')
    {x y : Populations ι} (hx : IsSteady R x) (hy : IsSteady { R with W := W' } y)
    (i j : ι) (hxj : x.g j ≠ 0) (hyj : y.g j ≠ 0) :
    x.g i / x.g j = y.g i / y.g j :=
  (ground_ratio hR hx i j hxj).trans
    (ground_ratio ⟨hW', hR.k_pos, hR.r_pos, hR.p_pos⟩ hy i j hyj).symm

end

end ColourCentrePumping
```

The compiler's answer:

```
Main.lean:79:54: error: Application type mismatch: The argument
  hy
has type
  IsSteady { W := W', k := R.k, r := R.r, p := R.p } y
but is expected to have type
  IsSteady R ?m.52
in the application
  ground_ratio { W_pos := ?m.45, k_pos := hR.k_pos, r_pos := hR.r_pos, p_pos := hR.p_pos } hy
Main.lean:79:19: error: Application type mismatch: The argument
  hW'
has type
  0 < W'
but is expected to have type
  0 < R.W
in the application
  Rates.Positive.mk hW'
```

What went wrong. Both messages come from one wrong choice of the implicit argument `R` in the second use of `ground_ratio`. It should be `{ R with W := W' }`, but the anonymous constructor is elaborated before `hy`, while that argument is still unknown. The field `hW'` does not settle it, since many rate structures have pump rate `W'`. The next field, `hR.k_pos`, has type `0 < R.k`; matching this with `0 < ?R.k`, Lean takes the unknown `?R` to be `R` itself. Then `hy`, which concerns the modified rates, is rejected (first message), and so is `hW'`, now expected to prove `0 < R.W` (second message).

The repair proves positivity separately as `hR'`, with its type written out. The rates are thus fixed before the fields are checked, and `hR.k_pos` still fits because the modified structure's `k` is `R.k` by definition. Passing `hR'` to `ground_ratio` then fixes the right rates for `hy`. Naming the fields and moving to a `by` block are mere tidying.

Fix (accepted with no message):

```diff
@@ -75,7 +75,8 @@
     {x y : Populations ι} (hx : IsSteady R x) (hy : IsSteady { R with W := W' } y)
     (i j : ι) (hxj : x.g j ≠ 0) (hyj : y.g j ≠ 0) :
-    x.g i / x.g j = y.g i / y.g j :=
-  (ground_ratio hR hx i j hxj).trans
-    (ground_ratio ⟨hW', hR.k_pos, hR.r_pos, hR.p_pos⟩ hy i j hyj).symm
+    x.g i / x.g j = y.g i / y.g j := by
+  have hR' : Rates.Positive { R with W := W' } :=
+    { W_pos := hW', k_pos := hR.k_pos, r_pos := hR.r_pos, p_pos := hR.p_pos }
+  exact (ground_ratio hR hx i j hxj).trans (ground_ratio hR' hy i j hyj).symm
 
 end
```
